# The Gaussian integral over $N$ complex modes is $\pi^N/\det A$ when $A+A^\dagger$ is positive definite

Let $z_1,\dots,z_N$ be the coherent-state amplitudes of non-interacting bosons, one for each single-particle state and imaginary-time slice. With the discretised action $z^\dagger A z=\sum_{ij}\bar z_iA_{ij}z_j$, the partition function requires

$$\int d^{2N}z\; e^{-z^\dagger A z},\qquad d^{2N}z=\prod_i d\,\mathrm{Re}\,z_i\,d\,\mathrm{Im}\,z_i .$$

Many textbooks divide this measure by $\pi$ for each amplitude, which turns the result into $1/\det A$. The matrix $A$ need not be Hermitian. The condition is that $H=A+A^\dagger$ is positive definite, so that $\mathrm{Re}\,z^\dagger Az=\tfrac12 z^\dagger Hz>0$ for $z\neq0$: the weight is damped in every direction of field space.

```lean
import Mathlib

open Matrix MeasureTheory
open scoped ComplexOrder

namespace CoherentStateGaussian

variable {n : Type*} [Fintype n] [DecidableEq n]
```

In the code `n` is the finite set of mode labels, not their number. The number $N$ is written `Fintype.card n`.

```lean
/-- The quadratic action `z† A z` of a complex field configuration `z`. -/
def action (A : Matrix n n ℂ) (z : n → ℂ) : ℂ := star z ⬝ᵥ (A *ᵥ z)
```

A configuration `z : n → ℂ` assigns a complex number to each label. The definition is $z^\dagger Az$, where `*ᵥ` applies a matrix to a vector and `⬝ᵥ` is the dot product without conjugation, hence the explicit `star`. The value is complex in general.

## Modes that diagonalise a non-Hermitian action

```lean
/-- A Hermitian matrix is brought to the diagonal matrix of its eigenvalues by a unitary
change of modes. -/
theorem exists_unitary_modes {H : Matrix n n ℂ} (hH : H.IsHermitian) :
    ∃ U : Matrix n n ℂ, Uᴴ * U = 1 ∧
      Uᴴ * H * U = diagonal (fun i => ((hH.eigenvalues i : ℝ) : ℂ)) := by
  have h : H = (hH.eigenvectorUnitary : Matrix n n ℂ) *
      diagonal (fun i => ((hH.eigenvalues i : ℝ) : ℂ)) *
      (hH.eigenvectorUnitary : Matrix n n ℂ)ᴴ := hH.spectral_theorem
  have hU : (hH.eigenvectorUnitary : Matrix n n ℂ)ᴴ *
      (hH.eigenvectorUnitary : Matrix n n ℂ) = 1 :=
    Unitary.coe_star_mul_self hH.eigenvectorUnitary
  refine ⟨hH.eigenvectorUnitary, hU, ?_⟩
  generalize (hH.eigenvectorUnitary : Matrix n n ℂ) = U at h hU ⊢
  generalize diagonal (fun i => ((hH.eigenvalues i : ℝ) : ℂ)) = D at h ⊢
  calc Uᴴ * H * U = Uᴴ * (U * D * Uᴴ) * U := congrArg (fun X => Uᴴ * X * U) h
    _ = (Uᴴ * U) * D * (Uᴴ * U) := by simp only [Matrix.mul_assoc]
    _ = D := by rw [hU, Matrix.one_mul, Matrix.mul_one]
```

For Hermitian $H$ there is a $U$ with $U^\dagger U=1$ and $U^\dagger HU=\mathrm{diag}(\lambda_i)$, where the $\lambda_i$ are the real eigenvalues. Lean writes $U^\dagger$ as `Uᴴ`. Mathlib's spectral theorem supplies $H=UDU^\dagger$ with $D=\mathrm{diag}(\lambda_i)$, and the `calc` chain computes $U^\dagger(UDU^\dagger)U=D$.

```lean
/-- A positive definite Hermitian form becomes the identity in suitably rotated and
rescaled modes. -/
theorem exists_whitening {H : Matrix n n ℂ} (hH : H.PosDef) :
    ∃ S : Matrix n n ℂ, Sᴴ * H * S = 1 := by
  obtain ⟨U, -, hU⟩ := exists_unitary_modes hH.isHermitian
  -- rescale each eigenmode by the inverse square root of its eigenvalue
  let r : n → ℂ := fun i => (((√(hH.isHermitian.eigenvalues i))⁻¹ : ℝ) : ℂ)
  refine ⟨U * diagonal r, ?_⟩
  have h : (U * diagonal r)ᴴ * H * (U * diagonal r)
      = (diagonal r)ᴴ * (Uᴴ * H * U) * diagonal r := by
    simp only [conjTranspose_mul, Matrix.mul_assoc]
  rw [h, hU, diagonal_conjTranspose, diagonal_mul_diagonal, diagonal_mul_diagonal,
    ← diagonal_one]
  refine congrArg Matrix.diagonal (funext fun i => ?_)
  have hd := hH.eigenvalues_pos i
  have hs := Real.mul_self_sqrt hd.le
  have hs0 := (Real.sqrt_pos.mpr hd).ne'
  have hr : (√(hH.isHermitian.eigenvalues i))⁻¹ * hH.isHermitian.eigenvalues i *
      (√(hH.isHermitian.eigenvalues i))⁻¹ = 1 := by
    rw [inv_mul_eq_div, div_mul_eq_mul_div, div_eq_one_iff_eq hs0, ← div_eq_mul_inv,
      div_eq_iff hs0]
    exact hs.symm
  simp only [r, Pi.star_apply, Complex.star_def, Complex.conj_ofReal]
  exact_mod_cast hr
```

If $H$ is positive definite, every $\lambda_i>0$. Set $S=U\,\mathrm{diag}(\lambda_i^{-1/2})$. Then

$$S^\dagger HS=\mathrm{diag}(\lambda_i^{-1/2}\lambda_i\lambda_i^{-1/2})=1 .$$

The entries of the rescaling are called `r`, and `hr` is the scalar identity in the middle.

```lean
/-- If `A + A†` is positive definite, an invertible change of modes `T` makes the action
diagonal, with coefficients of positive real part. -/
theorem exists_normal_modes {A : Matrix n n ℂ} (hA : (A + Aᴴ).PosDef) :
    ∃ (T : Matrix n n ℂ) (b : n → ℂ), T.det ≠ 0 ∧ (∀ i, 0 < (b i).re) ∧
      Tᴴ * A * T = diagonal b := by
  obtain ⟨S, hS⟩ := exists_whitening hA
  obtain ⟨G, hG⟩ : ∃ G : Matrix n n ℂ, G = Complex.I • (Aᴴ - A) := ⟨_, rfl⟩
  have hGh : Gᴴ = G := by
    rw [hG, conjTranspose_smul, conjTranspose_sub, conjTranspose_conjTranspose,
      Complex.star_def, Complex.conj_I]
    module
  have hK : (Sᴴ * G * S).IsHermitian := by
    change (Sᴴ * G * S)ᴴ = Sᴴ * G * S
    simp only [conjTranspose_mul, conjTranspose_conjTranspose, hGh, Matrix.mul_assoc]
  -- a unitary rotation keeps the identity and diagonalises the remaining part
  obtain ⟨V, hV, hVK⟩ := exists_unitary_modes hK
  have h1 : (S * V)ᴴ * (A + Aᴴ) * (S * V) = 1 := by
    calc (S * V)ᴴ * (A + Aᴴ) * (S * V) = Vᴴ * (Sᴴ * (A + Aᴴ) * S) * V := by
          simp only [conjTranspose_mul, Matrix.mul_assoc]
      _ = 1 := by rw [hS, Matrix.mul_one, hV]
  have h2 : (S * V)ᴴ * G * (S * V) = diagonal (fun i => ((hK.eigenvalues i : ℝ) : ℂ)) := by
    rw [← hVK]
    simp only [conjTranspose_mul, Matrix.mul_assoc]
  have hsplit : A = (1 / 2 : ℂ) • ((A + Aᴴ) + Complex.I • G) := by
    rw [hG, smul_smul, Complex.I_mul_I]
    module
  refine ⟨S * V, fun i => (1 / 2 : ℂ) * (1 + Complex.I * (hK.eigenvalues i : ℝ)),
    ?_, fun i => ?_, ?_⟩
  · intro h0
    have h := congrArg Matrix.det h1
    rw [det_mul, h0, mul_zero, det_one] at h
    exact zero_ne_one h
  · simp [Complex.mul_re, Complex.add_re]
  · calc (S * V)ᴴ * A * (S * V)
        = (S * V)ᴴ * ((1 / 2 : ℂ) • ((A + Aᴴ) + Complex.I • G)) * (S * V) :=
          congrArg (fun X => (S * V)ᴴ * X * (S * V)) hsplit
      _ = (1 / 2 : ℂ) • ((S * V)ᴴ * (A + Aᴴ) * (S * V)
            + Complex.I • ((S * V)ᴴ * G * (S * V))) := by
          simp only [Matrix.mul_smul, Matrix.smul_mul, Matrix.mul_add, Matrix.add_mul]
      _ = _ := by
          rw [h1, h2]
          ext i j
          by_cases h : i = j
          · subst h
            simp
          · simp [h]
```

Now take $H=A+A^\dagger$ and define $G=i(A^\dagger-A)$, which is Hermitian. Since $iG=A-A^\dagger$,

$$A=\tfrac12(H+iG).$$

Choose $S$ with $S^\dagger HS=1$. The matrix $S^\dagger GS$ is Hermitian, so a unitary $V$ brings it to $\mathrm{diag}(\kappa_i)$ with real $\kappa_i$. For $T=SV$,

$$T^\dagger HT=V^\dagger V=1,\qquad T^\dagger GT=\mathrm{diag}(\kappa_i),\qquad T^\dagger AT=\mathrm{diag}(b_i),\quad b_i=\tfrac12(1+i\kappa_i).$$

These steps are `h1`, `h2` and the last `calc`, which uses the splitting `hsplit`. The real parts are $\tfrac12$; the theorem records only that they are positive. Taking determinants in $T^\dagger HT=1$ shows $\det T\neq0$. Because $T$ is generally not unitary, the $b_i$ are generally not the eigenvalues of $A$.

```lean
/-- If `A + A†` is positive definite, then `det A` does not vanish. -/
theorem det_ne_zero {A : Matrix n n ℂ} (hA : (A + Aᴴ).PosDef) : A.det ≠ 0 := by
  obtain ⟨T, b, -, hb, hTA⟩ := exists_normal_modes hA
  intro h0
  have h := congrArg Matrix.det hTA
  rw [det_mul, det_mul, h0, mul_zero, zero_mul, det_diagonal] at h
  refine Finset.prod_ne_zero_iff.mpr (fun i _ hi => ?_) h.symm
  have := hb i
  simp [hi] at this
```

The determinant of $T^\dagger AT=\mathrm{diag}(b_i)$ gives $\overline{\det T}\,\det A\,\det T=\prod_ib_i$. No $b_i$ vanishes, so $\det A\neq0$. Lean assumes the contrary in `h0` and reaches a contradiction.

## From one mode to the determinant

```lean
/-- For independent modes whose coefficients have positive real part, the Gaussian integral
is the product of the single-mode values `π / b i`. -/
theorem integral_diagonal {b : n → ℂ} (hb : ∀ i, 0 < (b i).re) :
    ∫ z : n → ℂ, Complex.exp (-action (diagonal b) z) = ∏ i, (Real.pi : ℂ) / b i := by
  have h : ∀ z : n → ℂ, Complex.exp (-action (diagonal b) z)
      = ∏ i, Complex.exp (-b i * (‖z i‖ : ℂ) ^ 2) := by
    intro z
    rw [← Complex.exp_sum]
    congr 1
    simp only [action, dotProduct, mulVec_diagonal, Pi.star_apply, ← Finset.sum_neg_distrib]
    refine Finset.sum_congr rfl fun i _ => ?_
    rw [Complex.star_def]
    linear_combination -(b i) * Complex.conj_mul' (z i)
  simp_rw [h]
  rw [integral_fintype_prod_volume_eq_prod
    (f := fun (i : n) (w : ℂ) => Complex.exp (-b i * (‖w‖ : ℂ) ^ 2))]
  refine Finset.prod_congr rfl fun i _ => ?_
  rw [GaussianFourier.integral_cexp_neg_mul_sq_norm (hb i), Complex.finrank_real_complex]
  simp
```

For a diagonal action $z^\dagger Az=\sum_ib_i|z_i|^2$, the exponential is a product and the integral factorises. In polar coordinates each factor is

$$\int d^2z\,e^{-b|z|^2}=2\pi\int_0^\infty r\,e^{-br^2}dr=2\pi\left[-\frac{e^{-br^2}}{2b}\right]_0^\infty=\frac{\pi}{b},$$

where $\mathrm{Re}\,b>0$ removes the upper limit. This is also the whole result for $N=1$. In the proof, `h` is the factorisation of the exponential, and the single-mode value comes from a Mathlib lemma for Gaussians in a real space of any finite dimension, here two.

```lean
/-- An invertible complex change of modes `z = T w` has Jacobian `|det T|²` in the integral
of a continuous function. -/
theorem integral_change_modes {T : Matrix n n ℂ} (hT : T.det ≠ 0) {f : (n → ℂ) → ℂ}
    (hf : Continuous f) :
    ∫ z, f z = (Complex.normSq T.det : ℂ) * ∫ w, f (T *ᵥ w) := by
  let L : (n → ℂ) →ₗ[ℝ] (n → ℂ) := (Matrix.toLin' T).restrictScalars ℝ
  have hdet : LinearMap.det L = Complex.normSq T.det := by
    rw [LinearMap.det_restrictScalars, LinearMap.det_toLin', Algebra.norm_complex_apply]
  have hN : 0 < Complex.normSq T.det := Complex.normSq_pos.mpr hT
  have hmap := Measure.map_linearMap_addHaar_eq_smul_addHaar
    (volume : Measure (n → ℂ)) (f := L) (by rw [hdet]; exact hN.ne')
  have h := integral_map (μ := (volume : Measure (n → ℂ))) (φ := L) (f := f)
    L.continuous_of_finiteDimensional.measurable.aemeasurable hf.aestronglyMeasurable
  rw [hmap, integral_smul_measure, ENNReal.toReal_ofReal (abs_nonneg _), hdet,
    abs_of_pos (inv_pos.mpr hN)] at h
  have h' : ∫ w, f (T *ᵥ w) = (Complex.normSq T.det)⁻¹ • ∫ z, f z := h.symm
  rw [h', Complex.real_smul, ← mul_assoc, ← Complex.ofReal_mul, mul_inv_cancel₀ hN.ne',
    Complex.ofReal_one, one_mul]
```

Under $z=Tw$ the volume element changes by the determinant of $T$ regarded as a real map on $2N$ coordinates. In the variables $(w,\bar w)$ this map has diagonal blocks $T$ and $\bar T$, so its determinant is $\det T\,\overline{\det T}=|\det T|^2$, and

$$\int d^{2N}z\,f(z)=|\det T|^2\int d^{2N}w\,f(Tw).$$

Lean calls the real map `L` and writes $|\det T|^2$ as `Complex.normSq T.det`. It obtains the formula from the way a linear map rescales Lebesgue measure.

```lean
/-- If `A + A†` is positive definite, the integral of `exp (-z† A z)` over all complex field
configurations is `π ^ N / det A`, with `N = Fintype.card n` the number of modes. -/
theorem integral_exp_neg_action {A : Matrix n n ℂ} (hA : (A + Aᴴ).PosDef) :
    ∫ z : n → ℂ, Complex.exp (-action A z) = (Real.pi : ℂ) ^ Fintype.card n / A.det := by
  obtain ⟨T, b, hT, hb, hTA⟩ := exists_normal_modes hA
  have hcont : Continuous fun z : n → ℂ => Complex.exp (-action A z) := by
    simp only [action, dotProduct, mulVec, Pi.star_apply]
    fun_prop
  have hact : ∀ w, action A (T *ᵥ w) = action (diagonal b) w := by
    intro w
    rw [← hTA, action, action, Matrix.star_mulVec, ← Matrix.dotProduct_mulVec]
    simp only [Matrix.mulVec_mulVec, Matrix.mul_assoc]
  -- the Jacobian is exactly what relates the two determinants
  have hP : ∏ i, b i = (Complex.normSq T.det : ℂ) * A.det := by
    rw [← det_diagonal, ← hTA, det_mul, det_mul, det_conjTranspose,
      Complex.normSq_eq_conj_mul_self, Complex.star_def]
    ring
  have hN : (Complex.normSq T.det : ℂ) ≠ 0 :=
    Complex.ofReal_ne_zero.mpr (Complex.normSq_pos.mpr hT).ne'
  rw [integral_change_modes hT hcont]
  simp_rw [hact]
  rw [integral_diagonal hb, Finset.prod_div_distrib, Finset.prod_const, Finset.card_univ, hP,
    ← mul_div_assoc, mul_div_mul_left _ _ hN]
```

This is the main theorem. With $T$ and $b_i$ as above,

$$(Tw)^\dagger A(Tw)=w^\dagger(T^\dagger AT)w=\sum_ib_i|w_i|^2 ,$$

which is `hact`. The determinant identity `hP` reads $\prod_ib_i=|\det T|^2\det A$. Therefore

$$\int d^{2N}z\,e^{-z^\dagger Az}=|\det T|^2\prod_i\frac{\pi}{b_i}=\frac{|\det T|^2\,\pi^N}{|\det T|^2\det A}=\frac{\pi^N}{\det A}.$$

The last three commands carry out this line: they change variables, insert `hact`, and evaluate the diagonal integral, cancelling the Jacobian with `hN`, the statement that it is nonzero.

```lean
/-- If `A + A†` is positive definite, the weight `exp (-z† A z)` is absolutely integrable. -/
theorem integrable_exp_neg_action {A : Matrix n n ℂ} (hA : (A + Aᴴ).PosDef) :
    Integrable fun z : n → ℂ => Complex.exp (-action A z) := by
  by_contra h
  have h0 := integral_exp_neg_action hA
  rw [integral_undef h] at h0
  exact div_ne_zero (pow_ne_zero _ (Complex.ofReal_ne_zero.mpr Real.pi_ne_zero))
    (det_ne_zero hA) h0.symm
```

The integral converges absolutely. By hand, the modulus of the weight in the variables $w$ is $\prod_ie^{-|w_i|^2/2}$, which is integrable. Lean takes a shorter route: it assigns the value zero to the integral of a non-integrable function, whereas $\pi^N/\det A$ is nonzero.

```lean
/-- For a Hermitian positive definite matrix `A`, the coherent-state Gaussian integral of
`exp (-z† A z)` is `π ^ N / det A`, with `N = Fintype.card n` the number of modes. -/
theorem integral_exp_neg_action_of_posDef {A : Matrix n n ℂ} (hA : A.PosDef) :
    ∫ z : n → ℂ, Complex.exp (-action A z) = (Real.pi : ℂ) ^ Fintype.card n / A.det := by
  apply integral_exp_neg_action
  rw [hA.isHermitian.eq]
  exact hA.add hA

end CoherentStateGaussian
```

If $A$ itself is Hermitian and positive definite, then $A+A^\dagger=A+A$ is a sum of positive definite matrices, and the main theorem applies.

## One bosonic level on $M$ time slices

Consider a single level of energy $\varepsilon>0$, measured from the chemical potential, at inverse temperature $\beta$. Slicing imaginary time into $M$ steps gives

$$z^\dagger Az=\sum_{k=1}^M\left(|z_k|^2-a\,\bar z_kz_{k-1}\right),\qquad z_0=z_M,\quad a=1-\frac{\beta\varepsilon}{M}.$$

For $M\ge3$ and $a\neq0$ this $A$ is not Hermitian. Its real part satisfies $\mathrm{Re}\,z^\dagger Az\ge(1-|a|)\sum_k|z_k|^2$, so the hypothesis holds once $M>\beta\varepsilon/2$. The cyclic structure gives $\det A=1-a^M$, and with the measure divided by $\pi^M$ the sliced partition function is

$$Z_M=\frac{1}{1-a^M}\;\longrightarrow\;\frac{1}{1-e^{-\beta\varepsilon}}\qquad(M\to\infty),$$

the Bose result. The theorems supply the integral at each finite $M>\beta\varepsilon/2$. The limit is a separate step, not proved in the Lean code, and follows from $(1-\beta\varepsilon/M)^M\to e^{-\beta\varepsilon}$.

```lean
#print axioms CoherentStateGaussian.integral_exp_neg_action
-- 'CoherentStateGaussian.integral_exp_neg_action' depends on axioms: [propext, Classical.choice, Quot.sound]
#print axioms CoherentStateGaussian.integrable_exp_neg_action
-- 'CoherentStateGaussian.integrable_exp_neg_action' depends on axioms: [propext, Classical.choice, Quot.sound]
#print axioms CoherentStateGaussian.integral_exp_neg_action_of_posDef
-- 'CoherentStateGaussian.integral_exp_neg_action_of_posDef' depends on axioms: [propext, Classical.choice, Quot.sound]
```
